# For a Hermitian potential V on a discretised Fermi circle, with J the diagonal current of cosines, the force i[V, J] is Hermitian

On a Fermi circle discretised into `N` states, with `N` nonzero, the current operator J is diagonal, and its entry at state a is the cosine of the angle 2πa/N. The lemma `force_isHermitian` states that if the scattering potential V is a Hermitian complex `N` × `N` matrix, then the force F = i(VJ − JV) is Hermitian too. The proof works entry by entry, using `force_apply` to write each element of F as i times the element of V times a difference of two cosines. It then uses the hermiticity of V, simplifies the complex conjugates, and leaves the remaining algebra to `ring`.

The failing Lean file:

```lean
import Mathlib

open Matrix

namespace FermiCircleKubo

noncomputable section

variable {N : ℕ} [NeZero N]

/-- The angle `2πa/N` of the state `a` on the Fermi circle. -/
def angle {N : ℕ} (a : ZMod N) : ℝ := 2 * Real.pi * (a.val : ℝ) / (N : ℝ)

/-- The current operator, diagonal with entries the cosines of the state angles. -/
def current (N : ℕ) : Matrix (ZMod N) (ZMod N) ℂ :=
  Matrix.diagonal fun a => ((Real.cos (angle a) : ℝ) : ℂ)

/-- The force operator `F = i[V, J]` of a scattering potential `V`. -/
def force (V : Matrix (ZMod N) (ZMod N) ℂ) : Matrix (ZMod N) (ZMod N) ℂ :=
  Complex.I • (V * current N - current N * V)

/-- The force matrix element is `i` times the potential matrix element times the difference of the
currents of the two states, `cos` at `b` minus `cos` at `a`. -/
theorem force_apply (V : Matrix (ZMod N) (ZMod N) ℂ) (a b : ZMod N) :
    force V a b =
      Complex.I * (V a b * ((Real.cos (angle b) - Real.cos (angle a) : ℝ) : ℂ)) := by
  simp only [force, current, Matrix.smul_apply, Matrix.sub_apply, Matrix.mul_diagonal,
    Matrix.diagonal_mul, smul_eq_mul, Complex.ofReal_sub]
  ring

/-- The force of a Hermitian potential is Hermitian. -/
theorem force_isHermitian {V : Matrix (ZMod N) (ZMod N) ℂ} (hV : V.IsHermitian) :
    (force V).IsHermitian := by
  refine Matrix.IsHermitian.ext fun i j => ?_
  rw [force_apply, force_apply, ← hV.apply i j]
  simp only [Complex.star_def, map_mul, Complex.conj_I, Complex.conj_ofReal,
    Complex.ofReal_sub]
  ring

end

end FermiCircleKubo
```

The compiler's answer:

```
Try this:
  [apply] ring_nf
  
  The `ring` tactic failed to close the goal. Use `ring_nf` to obtain a normal form.
    
  Note that `ring` works primarily in *commutative* rings. If you have a noncommutative ring, abelian group or module, consider using `noncomm_ring`, `abel` or `module` instead.
Main.lean:33:29: error: unsolved goals
N : ℕ
inst✝ : NeZero N
V : Matrix (ZMod N) (ZMod N) ℂ
hV : V.IsHermitian
i j : ZMod N
⊢ -(Complex.I * (starRingEnd ℂ) (V j i) * (starRingEnd ℂ) (↑(Real.cos (angle i)) - ↑(Real.cos (angle j)))) =
    -(Complex.I * (starRingEnd ℂ) (V j i) * ↑(Real.cos (angle i))) +
      Complex.I * (starRingEnd ℂ) (V j i) * ↑(Real.cos (angle j))
Main.lean:36:56: warning: This simp argument is unused:
  Complex.conj_ofReal

Hint: Omit it from the simp argument list.
  [apply] simp only [Complex.star_def, map_mul, Complex.conj_I, Complex.ofReal_sub]

Note: This linter can be disabled with `set_option linter.unusedSimpArgs false`
```

Cause. The error shows what `ring` could not close: on the left, the conjugate `starRingEnd ℂ` is still applied to a difference of two real cosines cast to ℂ, while on the right the cosines stand free of it. `ring` does not know that conjugation respects subtraction or that it fixes real numbers, so it cannot match the two sides. The "Try this" message reports the same failure, and its suggestion of `ring_nf` would not supply the missing facts.

The conjugate survives because `Complex.ofReal_sub` turns the cast of the difference into a difference of casts. `Complex.conj_ofReal` removes a conjugate only from a single cast real number, so it no longer applies, which is why the linter calls it unused. Adding `map_sub` to the `simp only` list splits the conjugate of the difference into a difference of conjugates. `Complex.conj_ofReal` then removes each one, and `ring` closes the goal. The linter's hint to drop `Complex.conj_ofReal` would have removed a lemma the repaired proof needs.

The mended proof, as a diff:

```diff
@@ -34,5 +34,5 @@
   refine Matrix.IsHermitian.ext fun i j => ?_
   rw [force_apply, force_apply, ← hV.apply i j]
-  simp only [Complex.star_def, map_mul, Complex.conj_I, Complex.conj_ofReal,
+  simp only [Complex.star_def, map_mul, map_sub, Complex.conj_I, Complex.conj_ofReal,
     Complex.ofReal_sub]
   ring
```
